# The fermionic vacuum projector and the resolution of the identity $\sum_S a_S^\dagger P a_S = 1$

Let $a_0,\dots,a_{n-1}$ and $a_0^\dagger,\dots,a_{n-1}^\dagger$ be elements of a ring that obey the canonical anticommutation relations (CAR), with $a_i^2=0=(a_i^\dagger)^2$ included among them, and let $P=\prod_{i=0}^{n-1}(1-a_i^\dagger a_i)$. For a subset $S=\{i_1<\dots<i_k\}$ of the modes put $a_S^\dagger=a_{i_1}^\dagger\cdots a_{i_k}^\dagger$ and $a_S=a_{i_k}\cdots a_{i_1}$, both equal to $1$ for empty $S$. Then
$$P^2=P,\qquad a_jP=0=Pa_j^\dagger\ \text{ for all } j,\qquad \sum_S a_S^\dagger\,P\,a_S=1,$$
and $P$ has the normal-ordered expansion $P=\sum_S(-1)^{|S|}a_S^\dagger a_S$, where $|S|$ is the number of elements of $S$ and the sums run over all $2^n$ subsets. On the Fock space of a finite set of orthonormal spin orbitals $P$ is $|0\rangle\langle0|$, and the third identity is the completeness of the occupation-number (Slater determinant) basis, written with operators alone.

```lean
import Mathlib

open Finset Matrix

namespace FermionVacuumProjector

variable {R ι : Type*} [Ring R] [DecidableEq ι]
```

## The model

`R` is an arbitrary ring, `ι` labels the modes, `a i` is $a_i$ and `c i` is $a_i^\dagger$. The relations are
$$a_ia_j^\dagger+a_j^\dagger a_i=\delta_{ij},\qquad a_ia_j+a_ja_i=0,\qquad a_i^\dagger a_j^\dagger+a_j^\dagger a_i^\dagger=0,\qquad a_i^2=0=(a_i^\dagger)^2 .$$
At $i=j$ the second and third relations give only $2a_i^2=0$ and $2(a_i^\dagger)^2=0$, and a general ring need not allow the factor $2$ to be cancelled, so the squares are separate fields `a_sq` and `c_sq`. The relations are assumed. The ring carries no adjoint: the dagger is only a label for the second family, and "projector" means an idempotent, with no statement of self-adjointness, positivity or rank.

```lean
/-- Canonical anticommutation relations for annihilators `a i` and creators `c i` in a ring,
together with `a i ^ 2 = 0` and `c i ^ 2 = 0`. -/
structure CAR (a c : ι → R) : Prop where
  ac : ∀ i j, a i * c j + c j * a i = if i = j then 1 else 0
  aa : ∀ i j, a i * a j + a j * a i = 0
  cc : ∀ i j, c i * c j + c j * c i = 0
  a_sq : ∀ i, a i * a i = 0
  c_sq : ∀ i, c i * c i = 0
```

The factor $h_i=1-a_i^\dagger a_i$ is one minus the number operator of mode $i$.

```lean
/-- The operator `1 - a_i† a_i` of mode `i`. -/
def hole (a c : ι → R) (i : ι) : R := 1 - c i * a i
```

The modes are ordered by a list $l$, and $P_l$ is the product of the $h_i$ in the order of $l$; the empty list gives $1$. The list may omit some labels of `ι`, in which case $P_l$ constrains only the listed modes.

```lean
/-- The vacuum projector `P = ∏ (1 - a_i† a_i)` over the ordered list of modes `l`. -/
def vac (a c : ι → R) (l : List ι) : R := (l.map (hole a c)).prod
```

The creator string runs through $l$ and contributes $a_i^\dagger$ for $i\in S$ and $1$ otherwise.

```lean
/-- The creator string `a_S†`: the product of the creators of the modes of `l` lying in `S`,
in the order of `l`. -/
def cre (c : ι → R) (l : List ι) (S : Finset ι) : R :=
  (l.map fun i => if i ∈ S then c i else 1).prod
```

The annihilator string does the same along `l.reverse`. This fixes the sign convention: $a_S$ is the string that would be the adjoint of $a_S^\dagger$ if the dagger were an adjoint.

```lean
/-- The annihilator string `a_S`: the product of the annihilators of the modes of `l` lying
in `S`, in the reversed order of `l`. -/
def ann (a : ι → R) (l : List ι) (S : Finset ι) : R :=
  (l.reverse.map fun i => if i ∈ S then a i else 1).prod
```

## One mode and pairs of modes

From $a_ia_i^\dagger=1-a_i^\dagger a_i$ one has $a_ia_i^\dagger a_i=a_i-a_i^\dagger a_i^2=a_i$, so $a_ih_i=a_i-a_ia_i^\dagger a_i=0$. In the same way $a_i^\dagger a_ia_i^\dagger=a_i^\dagger-(a_i^\dagger)^2a_i=a_i^\dagger$, so $h_ia_i^\dagger=0$. Each `linear_combination` names the two relations used and the operators that multiply them from the left or the right, for instance `c i * h.a_sq i - h1 * a i`; `noncomm_ring` expands the difference to zero without commuting anything.

```lean
variable {a c : ι → R}

/-- For one mode, `a_i (1 - a_i† a_i) = 0` and `(1 - a_i† a_i) a_i† = 0`. -/
theorem hole_single (h : CAR a c) (i : ι) :
    a i * hole a c i = 0 ∧ hole a c i * c i = 0 := by
  have h1 := h.ac i i
  rw [if_pos rfl] at h1
  unfold hole
  constructor
  · linear_combination (norm := noncomm_ring) c i * h.a_sq i - h1 * a i
  · linear_combination (norm := noncomm_ring) h.c_sq i * a i - c i * h1
```

For $j\ne i$, moving $a_j$ through the pair $a_i^\dagger a_i$ costs two signs:
$$a_i^\dagger a_ia_j=-a_i^\dagger a_ja_i=a_ja_i^\dagger a_i,\qquad a_i^\dagger a_ia_j^\dagger=-a_i^\dagger a_j^\dagger a_i=a_j^\dagger a_i^\dagger a_i .$$
Hence $h_i$ commutes with $a_j$ and with $a_j^\dagger$. The two terms of each linear combination are the two transpositions.

```lean
/-- The operator `1 - a_i† a_i` commutes with `a_j` and `a_j†` for `j ≠ i`. -/
theorem hole_commute (h : CAR a c) {i j : ι} (hij : i ≠ j) :
    Commute (hole a c i) (a j) ∧ Commute (hole a c i) (c j) := by
  have h1 := h.ac j i
  have h2 := h.ac i j
  rw [if_neg hij.symm] at h1
  rw [if_neg hij] at h2
  constructor
  · show (1 - c i * a i) * a j = a j * (1 - c i * a i)
    linear_combination (norm := noncomm_ring) h1 * a i - c i * h.aa i j
  · show (1 - c i * a i) * c j = c j * (1 - c i * a i)
    linear_combination (norm := noncomm_ring) h.cc j i * a i - c i * h2
```

An element that commutes with every factor of a product commutes with the product (`Commute.list_prod_right`). For a mode $i$ outside $l$ this gives $h_ia_S^\dagger=a_S^\dagger h_i$ for strings built on $l$, and, with the roles of the two modes exchanged, $a_iP_l=P_la_i$ and $a_i^\dagger P_l=P_la_i^\dagger$.

```lean
/-- For a mode `i` outside `l`, `1 - a_i† a_i` commutes with the creator strings on `l`,
and `a_i`, `a_i†` commute with the vacuum projector of `l`. -/
theorem commute_strings (h : CAR a c) {i : ι} {l : List ι} (hi : i ∉ l) :
    (∀ S, Commute (hole a c i) (cre c l S)) ∧
      Commute (a i) (vac a c l) ∧ Commute (c i) (vac a c l) := by
  have ne : ∀ j ∈ l, i ≠ j := by
    rintro j hj rfl
    exact hi hj
  unfold cre vac
  refine ⟨fun S => Commute.list_prod_right _ _ ?_, Commute.list_prod_right _ _ ?_,
    Commute.list_prod_right _ _ ?_⟩
  · intro x hx
    obtain ⟨j, hj, rfl⟩ := List.mem_map.1 hx
    by_cases hS : j ∈ S
    · simpa [hS] using (hole_commute h (ne j hj)).2
    · simp [hS]
  · intro x hx
    obtain ⟨j, hj, rfl⟩ := List.mem_map.1 hx
    exact (hole_commute h (ne j hj).symm).1.symm
  · intro x hx
    obtain ⟨j, hj, rfl⟩ := List.mem_map.1 hx
    exact (hole_commute h (ne j hj).symm).2.symm
```

The inductions over distinct modes add a new first mode $i$ to the list, written $i::l$, with $P_{i::l}=h_iP_l$. If $i\notin l$ and $i\notin S$, the strings of $S$ are unchanged, while those of $S\cup\{i\}$ are $a_i^\dagger a_S^\dagger$ and $a_Sa_i$. No anticommutation is used here; the new operators land on the outside because the two orderings are opposite.

```lean
/-- Prepending a new mode `i ∉ S` to the ordering leaves the strings of `S` unchanged; for
`S ∪ {i}` it puts `a_i†` to the left of `a_S†` and `a_i` to the right of `a_S`. -/
theorem string_cons (a c : ι → R) {i : ι} {l : List ι} {S : Finset ι}
    (hi : i ∉ l) (hS : i ∉ S) :
    cre c (i :: l) S = cre c l S ∧ cre c (i :: l) (insert i S) = c i * cre c l S ∧
      ann a (i :: l) S = ann a l S ∧ ann a (i :: l) (insert i S) = ann a l S * a i := by
  have ne : ∀ j ∈ l, j ≠ i := by
    rintro j hj rfl
    exact hi hj
  have e1 : cre c l (insert i S) = cre c l S :=
    congrArg List.prod (List.map_congr_left fun j hj => by simp [ne j hj])
  have e2 : ann a l (insert i S) = ann a l S :=
    congrArg List.prod
      (List.map_congr_left fun j hj => by simp [ne j (List.mem_reverse.1 hj)])
  refine ⟨by simp [cre, hS], ?_, by simp [ann, hS], ?_⟩
  · rw [← e1]
    simp [cre]
  · rw [← e2]
    simp [ann]
```

## The projector

Let the modes of $i::l$ be distinct (`Nodup`) and let $j$ be one of them. If $j=i$, then $a_ih_iP_l=0$ directly, and $h_iP_la_i^\dagger=h_ia_i^\dagger P_l=0$. If $j\in l$, then $a_jh_iP_l=h_ia_jP_l=0$ and $h_iP_la_j^\dagger=0$ by the induction hypothesis. The `rcases` separates these two cases, and each `rw` chain is one of the four computations.

```lean
/-- For distinct modes, `a_j P = 0` and `P a_j† = 0` for every mode `j` of the list. -/
theorem vac_annihilated (h : CAR a c) {l : List ι} (hnd : l.Nodup) {j : ι} (hj : j ∈ l) :
    a j * vac a c l = 0 ∧ vac a c l * c j = 0 := by
  induction l with
  | nil => simp at hj
  | cons i l ih =>
    obtain ⟨hi, hl⟩ := List.nodup_cons.1 hnd
    have hv : vac a c (i :: l) = hole a c i * vac a c l := by simp [vac]
    rw [hv]
    rcases List.mem_cons.1 hj with rfl | hj'
    · constructor
      · rw [← mul_assoc, (hole_single h j).1, zero_mul]
      · rw [mul_assoc, ← (commute_strings h hi).2.2.eq, ← mul_assoc,
          (hole_single h j).2, zero_mul]
    · have hij : i ≠ j := by
        rintro rfl
        exact hi hj'
      constructor
      · rw [← mul_assoc, ← (hole_commute h hij).1.eq, mul_assoc, (ih hl hj').1, mul_zero]
      · rw [mul_assoc, (ih hl hj').2, mul_zero]
```

Next, for any element $x$ of the ring, $P_lx=x$ holds exactly when $a_jx=0$ for all $j\in l$. If $P_lx=x$, then $a_jx=a_jP_lx=0$. Conversely, if every $a_j$ annihilates $x$, then $h_jx=x-a_j^\dagger a_jx=x$, and the factors of $P_l$ disappear one at a time from the right; this direction does not use distinctness, which is why the proof discards `hnd`. Here $x$ is an operator and not a state vector; for matrices its columns play the part of states. Taking $x=P_l$ gives $P_l^2=P_l$.

```lean
/-- For distinct modes, `P x = x` exactly when `a_j x = 0` for every mode `j` of the list. -/
theorem vac_mul_eq_iff (h : CAR a c) {l : List ι} (hnd : l.Nodup) (x : R) :
    vac a c l * x = x ↔ ∀ j ∈ l, a j * x = 0 := by
  constructor
  · intro hx j hj
    rw [← hx, ← mul_assoc, (vac_annihilated h hnd hj).1, zero_mul]
  · intro hx
    clear hnd
    induction l with
    | nil => simp [vac]
    | cons i l ih =>
      have hv : vac a c (i :: l) = hole a c i * vac a c l := by simp [vac]
      rw [hv, mul_assoc, ih fun j hj => hx j (List.mem_cons_of_mem _ hj), hole, sub_mul,
        one_mul, mul_assoc, hx i (by simp), mul_zero, sub_zero]
```

## Resolution of the identity

Write $T_l=\sum_{S\subseteq l}a_S^\dagger P_la_S$, with $S\subseteq l$ meaning a subset of the modes in $l$. For the empty list $T_l$ has the single term $1\cdot1\cdot1$. The subsets of $i::l$ come in pairs $S$ and $S\cup\{i\}$ with $S\subseteq l$, and the pair contributes
$$a_S^\dagger h_iP_la_S+a_i^\dagger a_S^\dagger h_iP_la_Sa_i=h_i\,(a_S^\dagger P_la_S)+a_i^\dagger h_i\,(a_S^\dagger P_la_S)\,a_i .$$
Summing over $S$ and inserting $T_l=1$,
$$T_{i::l}=h_iT_l+a_i^\dagger h_iT_la_i=1-a_i^\dagger a_i+a_i^\dagger(1-a_i^\dagger a_i)a_i=1-(a_i^\dagger)^2a_i^2=1 .$$
`Finset.sum_powerset_insert` does the pairing. The three steps of the `calc` are the commutation of $h_i$ past $a_S^\dagger$ (the equation `hq`), the extraction of the fixed outer factors from the sum, and the one-mode identity, closed with `c_sq`. The statement concerns the whole sum; it says nothing about products of individual terms with each other.

```lean
/-- For any ordering of distinct modes, `∑_S a_S† P a_S = 1`, summed over all subsets `S`. -/
theorem resolution_of_identity (h : CAR a c) {l : List ι} (hnd : l.Nodup) :
    ∑ S ∈ l.toFinset.powerset, cre c l S * vac a c l * ann a l S = 1 := by
  induction l with
  | nil => simp [cre, vac, ann]
  | cons i l ih =>
    obtain ⟨hi, hl⟩ := List.nodup_cons.1 hnd
    have hv : vac a c (i :: l) = hole a c i * vac a c l := by simp [vac]
    -- split the subsets according to whether they contain the first mode
    rw [List.toFinset_cons, Finset.sum_powerset_insert (by simpa using hi),
      ← Finset.sum_add_distrib]
    calc _ = ∑ S ∈ l.toFinset.powerset,
          (hole a c i * (cre c l S * vac a c l * ann a l S) +
            c i * (hole a c i * (cre c l S * vac a c l * ann a l S)) * a i) := by
          refine Finset.sum_congr rfl fun S hS => ?_
          have hiS : i ∉ S := fun m => hi (List.mem_toFinset.1 (Finset.mem_powerset.1 hS m))
          obtain ⟨e1, e2, e3, e4⟩ := string_cons a c hi hiS
          have hq := ((commute_strings h hi).1 S).eq
          rw [e1, e2, e3, e4, hv]
          linear_combination (norm := noncomm_ring)
            -(hq * (vac a c l * ann a l S)) - c i * hq * (vac a c l * ann a l S * a i)
      _ = hole a c i * (∑ S ∈ l.toFinset.powerset, cre c l S * vac a c l * ann a l S) +
          c i * (hole a c i *
            ∑ S ∈ l.toFinset.powerset, cre c l S * vac a c l * ann a l S) * a i := by
          simp only [Finset.sum_add_distrib, Finset.mul_sum, Finset.sum_mul]
      _ = 1 := by
          -- one mode: (1 - c a) + c (1 - c a) a = 1 - c c a a
          rw [ih hl]
          unfold hole
          linear_combination (norm := noncomm_ring) -(h.c_sq i * (a i * a i))
```

## Normal-ordered form of the projector

The same pairing applies to $U_l=\sum_{S\subseteq l}(-1)^{|S|}a_S^\dagger a_S$. Adding $i$ to $S$ flips the sign and wraps the term in $a_i^\dagger\cdots a_i$, so with $U_l=P_l$,
$$U_{i::l}=U_l-a_i^\dagger U_la_i=P_l-a_i^\dagger P_la_i=P_l-a_i^\dagger a_iP_l=h_iP_l .$$
The sign enters as the integer multiple `(-1 : ℤ) ^ S.card •`, and the last step of the `calc` is the commutation `ha` multiplied by $a_i^\dagger$ from the left. Every term of $U_l$ has all creators to the left of all annihilators. The sum is what a physicist writes as $:\!\exp(-\sum_ia_i^\dagger a_i)\!:$, since normal ordering removes the terms with a repeated mode and the $k!$ orderings of $k$ distinct modes cancel the $1/k!$ of the series. That reading lies beyond the Lean code, which defines neither an exponential nor a normal-ordering map and proves the finite sum.

```lean
/-- Normal-ordered expansion of the vacuum projector of distinct modes:
`∑_S (-1)^|S| a_S† a_S = P`. -/
theorem vac_normal_ordered (h : CAR a c) {l : List ι} (hnd : l.Nodup) :
    ∑ S ∈ l.toFinset.powerset, (-1 : ℤ) ^ S.card • (cre c l S * ann a l S) = vac a c l := by
  induction l with
  | nil => simp [cre, vac, ann]
  | cons i l ih =>
    obtain ⟨hi, hl⟩ := List.nodup_cons.1 hnd
    have hv : vac a c (i :: l) = hole a c i * vac a c l := by simp [vac]
    rw [List.toFinset_cons, Finset.sum_powerset_insert (by simpa using hi),
      ← Finset.sum_add_distrib]
    calc _ = ∑ S ∈ l.toFinset.powerset,
          ((-1 : ℤ) ^ S.card • (cre c l S * ann a l S) -
            c i * ((-1 : ℤ) ^ S.card • (cre c l S * ann a l S)) * a i) := by
          refine Finset.sum_congr rfl fun S hS => ?_
          have hiS : i ∉ S := fun m => hi (List.mem_toFinset.1 (Finset.mem_powerset.1 hS m))
          obtain ⟨e1, e2, e3, e4⟩ := string_cons a c hi hiS
          rw [e1, e2, e3, e4, Finset.card_insert_of_notMem hiS, pow_succ, mul_neg_one,
            neg_smul]
          simp only [mul_smul_comm, smul_mul_assoc, mul_assoc, sub_eq_add_neg]
      _ = (∑ S ∈ l.toFinset.powerset, (-1 : ℤ) ^ S.card • (cre c l S * ann a l S)) -
          c i * (∑ S ∈ l.toFinset.powerset,
            (-1 : ℤ) ^ S.card • (cre c l S * ann a l S)) * a i := by
          simp only [Finset.sum_sub_distrib, Finset.mul_sum, Finset.sum_mul]
      _ = vac a c (i :: l) := by
          -- a_i passes through the projector of the remaining modes
          have ha := (commute_strings h hi).2.1.eq
          rw [ih hl, hv]
          unfold hole
          linear_combination (norm := noncomm_ring) c i * ha
```

## The theorem for $n$ modes

With `ι` equal to `Fin n` and the list `List.finRange n`, which is $0,\dots,n-1$, list order is increasing order and the sum over `Finset (Fin n)` runs over all subsets. The three conjuncts are $P^2=P$, the pair $a_jP=0$ and $Pa_j^\dagger=0$ for every $j$, and $\sum_Sa_S^\dagger Pa_S=1$; the normal-ordered expansion stays in `vac_normal_ordered`, stated for a general list. The only hypothesis is `CAR a c`, and the number of modes is finite. For $n=0$ the product is empty, $P=1$, and the sum has one term. The proof supplies `List.nodup_finRange n`, obtains idempotence from `vac_mul_eq_iff` with $x=P$, and identifies the power set of all modes with the set of all subsets.

```lean
/-- For `n` fermionic modes in increasing order, `P = ∏ (1 - a_i† a_i)` obeys `P² = P`,
`a_j P = 0 = P a_j†` for all `j`, and `∑_S a_S† P a_S = 1` over all subsets `S`. -/
theorem vacuum_projector {n : ℕ} {a c : Fin n → R} (h : CAR a c) :
    vac a c (List.finRange n) * vac a c (List.finRange n) = vac a c (List.finRange n) ∧
      (∀ j, a j * vac a c (List.finRange n) = 0 ∧ vac a c (List.finRange n) * c j = 0) ∧
      ∑ S : Finset (Fin n), cre c (List.finRange n) S * vac a c (List.finRange n) *
        ann a (List.finRange n) S = 1 := by
  have hnd := List.nodup_finRange n
  refine ⟨(vac_mul_eq_iff h hnd _).2 fun j hj => (vac_annihilated h hnd hj).1,
    fun j => vac_annihilated h hnd (List.mem_finRange j), ?_⟩
  have := resolution_of_identity h hnd
  rwa [List.toFinset_finRange, Finset.powerset_univ] at this
```

## Two modes as matrices

Let $e_0,\dots,e_3$ be the standard basis of $\mathbb Z^4$, where $e_k$ with $k=2n_0+n_1$ has occupations $n_0,n_1\in\{0,1\}$. The Jordan–Wigner annihilators act by
$$a_0e_2=e_0,\qquad a_0e_3=e_1,\qquad a_1e_1=e_0,\qquad a_1e_3=-e_2,$$
and send the other basis vectors to zero. The minus sign comes from passing the occupied mode $0$.

```lean
/-- Jordan–Wigner annihilators of two modes as integer `4 × 4` matrices. -/
def jw : Fin 2 → Matrix (Fin 4) (Fin 4) ℤ :=
  ![!![0, 0, 1, 0; 0, 0, 0, 1; 0, 0, 0, 0; 0, 0, 0, 0],
    !![0, 1, 0, 0; 0, 0, 0, 0; 0, 0, 0, -1; 0, 0, 0, 0]]
```

The creators are the transposes: $a_0^\dagger e_0=e_2$, $a_0^\dagger e_1=e_3$, $a_1^\dagger e_0=e_1$, $a_1^\dagger e_2=-e_3$. By hand, $a_0^\dagger a_0=\mathrm{diag}(0,0,1,1)$ and $a_1^\dagger a_1=\mathrm{diag}(0,1,0,1)$, so
$$P=\mathrm{diag}(1,1,0,0)\,\mathrm{diag}(1,0,1,0)=\mathrm{diag}(1,0,0,0).$$
Let $E_k=e_ke_k^{\mathsf T}$, so that $P=E_0$. The terms of the resolution are $E_0$ for $S=\emptyset$, $a_0^\dagger Pa_0=E_2$, $a_1^\dagger Pa_1=E_1$, and $a_0^\dagger a_1^\dagger Pa_1a_0=E_3$, because $a_1a_0e_3=a_1e_1=e_0$ and $a_0^\dagger a_1^\dagger e_0=a_0^\dagger e_1=e_3$. They add up to the unit matrix. The normal-ordered sum is
$$1-a_0^\dagger a_0-a_1^\dagger a_1+a_0^\dagger a_1^\dagger a_1a_0=\mathrm{diag}(1,\;1-1,\;1-1,\;1-1-1+1)=\mathrm{diag}(1,0,0,0).$$

An easy mistake is to write the annihilators in the same increasing order as the creators. Since $a_0a_1=-a_1a_0$, the last term then becomes $a_0^\dagger a_1^\dagger Pa_0a_1=-E_3$, and the sum is $\mathrm{diag}(1,1,1,-1)$ in place of the identity. One mode does not show the error, because strings of length at most one have no ordering. In the code the mistake would be the omission of `reverse` from `ann`.

`car_witness` states that the two matrices and their transposes satisfy all five fields of `CAR` and that their projector for the list `[0, 1]` is $\mathrm{diag}(1,0,0,0)$. Each claim is a finite set of equalities between integer entries, which `decide +kernel` evaluates.

```lean
/-- The two Jordan–Wigner matrices and their transposes satisfy the anticommutation
relations, and their vacuum projector is `diag(1, 0, 0, 0)`. -/
theorem car_witness :
    CAR jw (fun i => (jw i)ᵀ) ∧
      vac jw (fun i => (jw i)ᵀ) [0, 1] =
        !![1, 0, 0, 0; 0, 0, 0, 0; 0, 0, 0, 0; 0, 0, 0, 0] := by
  refine ⟨⟨?_, ?_, ?_, ?_, ?_⟩, ?_⟩ <;> decide +kernel

end FermionVacuumProjector
```

```lean
#print axioms FermionVacuumProjector.vac_normal_ordered
#print axioms FermionVacuumProjector.vacuum_projector
```

```
'FermionVacuumProjector.vac_normal_ordered' depends on axioms: [propext, Classical.choice, Quot.sound]
'FermionVacuumProjector.vacuum_projector' depends on axioms: [propext, Classical.choice, Quot.sound]
```
